# For $m\le n$, the Legendre stiffness integral $\int_{-1}^{1}P_m'P_n'\,dx$ is $m(m+1)$ if $m+n$ is even and $0$ if it is odd

For the Legendre polynomials $P_n$ and $m\le n$,

$$\int_{-1}^{1}P_m'(x)\,P_n'(x)\,dx=\begin{cases}m(m+1)& m+n\text{ even}\\ 0& m+n\text{ odd.}\end{cases}$$

I meet these numbers, up to a constant factor, as matrix elements of the kinetic-energy form $\int|\psi'|^2\,dx$ when I expand a function $\psi$ on a segment in Legendre polynomials. The value depends on the larger index only through its parity, which I would like to see derived from Bonnet's recurrence alone, with the actual integral and a machine-checked proof. Does the matrix become simpler once the basis functions vanish at the walls?

## From Bonnet's recurrence to a boundary term

Yes: with walls, the combinations $P_{k+2}-P_k$ make the matrix diagonal, with entries $4k+6$. Both results follow from $P_0=1$, $P_1=x$ and

$$(n+2)P_{n+2}=(2n+3)xP_{n+1}-(n+1)P_n .$$

**Ladder relations.** For every $n$,

$$\text{(A)}\;\; P_{n+1}'=(n+1)P_n+xP_n',\qquad \text{(B)}\;\; xP_{n+1}'=P_n'+(n+1)P_{n+1}.$$

At $n=0$ they read $1=1$ and $x=x$. Assume both at $n$. Differentiate the recurrence and eliminate $P_n'$ with (B):

$$(n+2)P_{n+2}'=\big[(2n+3)+(n+1)^2\big]P_{n+1}+(n+2)xP_{n+1}'.$$

The bracket is $(n+2)^2$, so division by $n+2$ gives (A) at $n+1$. Multiply that by $x$, then use (B) and (A) at $n$:

$$xP_{n+2}'=(2n+3)xP_{n+1}+xP_n'=P_{n+1}'+(2n+3)xP_{n+1}-(n+1)P_n .$$

By the recurrence the last two terms are $(n+2)P_{n+2}$, which is (B) at $n+1$.

**Values at the ends.** Let $e=\pm1$, so $e^2=1$. Then

$$P_n(e)=e^n,\qquad P_n'(e)=\tfrac{n(n+1)}2e^{n+1}.$$

This holds at $n=0$. If it holds at $n$, (A) gives $P_{n+1}'(e)=(n+1)e^n+\frac{n(n+1)}2e^{n+2}=\frac{(n+1)(n+2)}2e^{n+2}$. Then (B) gives $(n+1)P_{n+1}(e)=eP_{n+1}'(e)-P_n'(e)=(n+1)e^{n+1}$.

**Orthogonality.** Let $q$ be a polynomial whose $k$-th derivative is zero, with $k\le n$. Then $\int_{-1}^1 qP_n\,dx=0$, by induction on $k$. For $k=0$, $q=0$. For the step from $k$ to $k+1$, write $n=j+1$. Relation (A) at $j+1$ and (B) at $j$ give $(2j+3)P_{j+1}=P_{j+2}'-P_j'$, hence

$$(2j+3)\int_{-1}^1 qP_{j+1}\,dx=\Big[q(P_{j+2}-P_j)\Big]_{-1}^{1}-\int_{-1}^1 q'(P_{j+2}-P_j)\,dx .$$

The bracket vanishes because $e^{j+2}=e^j$. The integral vanishes by the induction hypothesis, since $q'$ is annihilated by $k\le j$ derivatives.

**The matrix element.** Integrate by parts once:

$$\int_{-1}^1P_m'P_n'\,dx=\Big[P_m'P_n\Big]_{-1}^1-\int_{-1}^1P_m''P_n\,dx .$$

Since $P_m$ has degree at most $m\le n$, $n$ derivatives annihilate $P_m''$, and the last integral is zero. The end values leave

$$\tfrac{m(m+1)}2\big(1-(-1)^{m+1+n}\big)=\tfrac{m(m+1)}2\big(1+(-1)^{m+n}\big).$$

**Walls.** Put $\varphi_k=P_{k+2}-P_k$, which vanishes at $\pm1$, and write $S_{mn}$ for the matrix element. For $k<l$,

$$\int_{-1}^1\varphi_k'\varphi_l'\,dx=S_{k+2,l+2}-S_{k+2,l}-S_{k,l+2}+S_{kl}.$$

If $k+l$ is odd, every term is zero. If it is even, then $l\ge k+2$; the first two terms are both $(k+2)(k+3)$ and cancel, and the last two are both $k(k+1)$ and cancel. For $k=l$ the sum is $(k+2)(k+3)-2k(k+1)+k(k+1)=4k+6$.

**A numerical check.** With $P_1'=1$ and $P_3'=(15x^2-3)/2$, the integral is $\frac12(10-6)=2=1\cdot2$. For the first wall function, $\varphi_0=\frac32(x^2-1)$ and $\varphi_0'=3x$, so the integral of $9x^2$ is $6$.

## What the Lean theorems say

`legendre n` is $P_n$ as an element of `ℝ[X]`, defined by the recurrence divided by $n+2$; this fixes the convention $P_n(1)=1$. `stiffness p q` is the interval integral of $p'q'$ over $[-1,1]$, where `derivative` is the formal derivative of a polynomial.

`stiffness_legendre` is the parity rule for all naturals `m ≤ n`, including $m=0$, where the entry is zero. For $m>n$, exchange the indices. `wallMode k` is $\varphi_k$; `wallMode_boundary` gives its two zeros, and `stiffness_wallMode` gives the diagonal matrix for all `k` and `l`.

The functions are not normalised. Dividing $\varphi_k$ by $\sqrt{4k+6}$ turns the stiffness matrix into the identity. For a single particle in a one-dimensional box with hard walls, rescaled to $[-1,1]$, the stiffness matrix of the $\varphi_k$ is the matrix of the kinetic energy in this basis, up to the factor $\hbar^2/2M$, with $M$ the mass, and up to the length scale. Its diagonal entries are not the energy levels of the box, because the $\varphi_k$ are not mutually orthogonal: $\int_{-1}^1\varphi_k\varphi_{k+2}\,dx=-\int_{-1}^1P_{k+2}^2\,dx\neq0$. The levels come from the generalised eigenvalue problem that also contains the overlap matrix. The theorems do not treat the overlap matrix, a potential, or the convergence of an expansion.

```lean
import Mathlib

open Polynomial

namespace LegendreStiffness

noncomputable section

/-- The real Legendre polynomials, defined by Bonnet's three-term recurrence. -/
def legendre : ℕ → ℝ[X]
  | 0 => 1
  | 1 => X
  | n + 2 => C ((2 * (n : ℝ) + 3) / ((n : ℝ) + 2)) * X * legendre (n + 1)
      - C (((n : ℝ) + 1) / ((n : ℝ) + 2)) * legendre n

/-- Integration of a polynomial over the segment [-1, 1], as a linear functional. -/
def segmentIntegral : ℝ[X] →ₗ[ℝ] ℝ where
  toFun p := ∫ x in (-1 : ℝ)..1, p.eval x
  map_add' p q := by
    simp only [eval_add]
    exact intervalIntegral.integral_add (p.continuous.intervalIntegrable _ _)
      (q.continuous.intervalIntegrable _ _)
  map_smul' c p := by
    simp only [eval_smul, smul_eq_mul, RingHom.id_apply]
    exact intervalIntegral.integral_const_mul c _

/-- The stiffness (kinetic-energy) form: the integral of p' q' over [-1, 1]. -/
def stiffness (p q : ℝ[X]) : ℝ :=
  ∫ x in (-1 : ℝ)..1, (derivative p).eval x * (derivative q).eval x

/-- The stiffness form is the segment integral of the product polynomial p' q'. -/
theorem stiffness_eq (p q : ℝ[X]) :
    stiffness p q = segmentIntegral (derivative p * derivative q) := by
  show _ = ∫ x in (-1 : ℝ)..1, (derivative p * derivative q).eval x
  simp only [eval_mul, stiffness]

/-- The integral of a derivative over the segment is the difference of the wall values. -/
theorem segmentIntegral_derivative (p : ℝ[X]) :
    segmentIntegral (derivative p) = p.eval 1 - p.eval (-1) := by
  have h := intervalIntegral.integral_eq_sub_of_hasDerivAt (a := (-1 : ℝ)) (b := 1)
    (f := fun x => p.eval x) (f' := fun x => (derivative p).eval x)
    (fun x _ => p.hasDerivAt x) ((derivative p).continuous.intervalIntegrable _ _)
  exact h

/-- Ladder relations linking the slopes of Legendre polynomials of neighbouring degree. -/
theorem ladder (n : ℕ) :
    derivative (legendre (n + 1))
        = ((n : ℝ[X]) + 1) * legendre n + X * derivative (legendre n) ∧
      X * derivative (legendre (n + 1))
        = derivative (legendre n) + ((n : ℝ[X]) + 1) * legendre (n + 1) := by
  induction n with
  | zero => simp [legendre]
  | succ n ih =>
    obtain ⟨hA, hB⟩ := ih
    -- Bonnet's recurrence with the denominators cleared
    have hb : ((n : ℝ[X]) + 2) * legendre (n + 2)
        = (2 * (n : ℝ[X]) + 3) * X * legendre (n + 1) - ((n : ℝ[X]) + 1) * legendre n := by
      have hd : legendre (n + 2) = C ((2 * (n : ℝ) + 3) / ((n : ℝ) + 2)) * X * legendre (n + 1)
          - C (((n : ℝ) + 1) / ((n : ℝ) + 2)) * legendre n := rfl
      have hn : (n : ℝ) + 2 ≠ 0 := by positivity
      have h1 : C ((n : ℝ) + 2) * C ((2 * (n : ℝ) + 3) / ((n : ℝ) + 2))
          = C (2 * (n : ℝ) + 3) := by
        rw [← C_mul, mul_div_cancel₀ _ hn]
      have h2 : C ((n : ℝ) + 2) * C (((n : ℝ) + 1) / ((n : ℝ) + 2)) = C ((n : ℝ) + 1) := by
        rw [← C_mul, mul_div_cancel₀ _ hn]
      simp only [map_add, map_mul, map_natCast, map_ofNat, map_one] at h1 h2
      rw [hd]
      linear_combination X * legendre (n + 1) * h1 - legendre n * h2
    have hd := congrArg derivative hb
    simp only [derivative_mul, derivative_sub, derivative_add, derivative_natCast,
      derivative_X, derivative_ofNat, derivative_one] at hd
    have h0 : (n : ℝ[X]) + 2 ≠ 0 := by exact_mod_cast Nat.succ_ne_zero (n + 1)
    have h1 : derivative (legendre (n + 2))
        = ((n : ℝ[X]) + 2) * legendre (n + 1) + X * derivative (legendre (n + 1)) := by
      apply mul_left_cancel₀ h0
      linear_combination hd + ((n : ℝ[X]) + 1) * hB
    refine ⟨?_, ?_⟩
    · push_cast
      linear_combination h1
    · push_cast
      linear_combination X * h1 - hb + X * hB - hA

/-- Value and slope of every Legendre polynomial at either pole e = 1 or e = -1. -/
theorem pole_values (e : ℝ) (he : e ^ 2 = 1) (n : ℕ) :
    (legendre n).eval e = e ^ n ∧
      (derivative (legendre n)).eval e = (n : ℝ) * (n + 1) / 2 * e ^ (n + 1) := by
  induction n with
  | zero => simp [legendre]
  | succ n ih =>
    have hA := congrArg (eval e) (ladder n).1
    have hB := congrArg (eval e) (ladder n).2
    simp only [eval_add, eval_mul, eval_natCast, eval_one, eval_X, ih.1, ih.2] at hA hB
    have h0 : (n : ℝ) + 1 ≠ 0 := by positivity
    refine ⟨?_, ?_⟩
    · apply mul_left_cancel₀ h0
      linear_combination e * hA - hB + (n : ℝ) * (n + 1) / 2 * e ^ (n + 1) * he
    · push_cast
      linear_combination hA - ((n : ℝ) + 1) * e ^ n * he

/-- The Legendre polynomial of index n is orthogonal on [-1, 1] to every polynomial
annihilated by k derivatives, for k at most n. -/
theorem orthogonal_of_iterate_derivative (k : ℕ) : ∀ (n : ℕ) (q : ℝ[X]), k ≤ n →
    derivative^[k] q = 0 → segmentIntegral (q * legendre n) = 0 := by
  induction k with
  | zero =>
    intro n q _ hq
    have h : q = 0 := hq
    simp [h]
  | succ k ih =>
    intro n q hn hq
    obtain ⟨j, rfl⟩ : ∃ j, n = j + 1 := ⟨n - 1, by omega⟩
    have hq' : derivative^[k] (derivative q) = 0 := hq
    have h1 := ih (j + 2) _ (by omega) hq'
    have h2 := ih j _ (by omega) hq'
    have hA : derivative (legendre (j + 2))
        = ((j : ℝ[X]) + 2) * legendre (j + 1) + X * derivative (legendre (j + 1)) := by
      have h := (ladder (j + 1)).1
      push_cast at h
      linear_combination h
    -- integrate by parts, moving one derivative onto q
    have key : (2 * (j : ℝ) + 3) • (q * legendre (j + 1))
        = derivative (q * (legendre (j + 2) - legendre j))
          - (derivative q * legendre (j + 2) - derivative q * legendre j) := by
      rw [smul_eq_C_mul, derivative_mul, derivative_sub]
      simp only [map_add, map_mul, map_natCast, map_ofNat]
      linear_combination -q * hA - q * (ladder j).2
    -- the boundary terms vanish at both poles
    have b : ∀ e : ℝ, e ^ 2 = 1 → (q * (legendre (j + 2) - legendre j)).eval e = 0 := by
      intro e he
      rw [eval_mul, eval_sub, (pole_values e he (j + 2)).1, (pole_values e he j).1]
      linear_combination q.eval e * e ^ j * he
    have h := congrArg segmentIntegral key
    rw [map_smul, map_sub, map_sub, h1, h2, segmentIntegral_derivative,
      b 1 (by norm_num), b (-1) (by norm_num), smul_eq_mul] at h
    have h3 : 2 * (j : ℝ) + 3 ≠ 0 := by positivity
    exact (mul_eq_zero.mp (h.trans (by norm_num))).resolve_left h3

/-- The Legendre polynomials of index n and n + 1 have degree at most n and n + 1. -/
theorem natDegree_le (n : ℕ) :
    (legendre n).natDegree ≤ n ∧ (legendre (n + 1)).natDegree ≤ n + 1 := by
  induction n with
  | zero => simp [legendre]
  | succ n ih =>
    have key : ∀ a b : ℝ,
        (C a * X * legendre (n + 1) - C b * legendre n).natDegree ≤ n + 2 := by
      intro a b
      have h1 := natDegree_mul_le (p := C a * X) (q := legendre (n + 1))
      have h2 : (C a * X : ℝ[X]).natDegree ≤ 1 :=
        (natDegree_C_mul_le a X).trans natDegree_X.le
      have h3 := natDegree_C_mul_le b (legendre n)
      exact (natDegree_sub_le _ _).trans (max_le (by omega) (by omega))
    exact ⟨ih.2, key _ _⟩

/-- Legendre stiffness matrix: for m ≤ n the integral of P_m' P_n' over [-1, 1] is
m(m+1) when m + n is even and zero when m + n is odd. -/
theorem stiffness_legendre (m n : ℕ) (hmn : m ≤ n) :
    stiffness (legendre m) (legendre n)
      = if Even (m + n) then (m : ℝ) * (m + 1) else 0 := by
  have key : derivative (legendre m) * derivative (legendre n)
      = derivative (derivative (legendre m) * legendre n)
        - derivative (derivative (legendre m)) * legendre n := by
    rw [derivative_mul]
    ring
  -- the second derivative of P_m has too low a degree to overlap with P_n
  have hz : derivative^[n] (derivative (derivative (legendre m))) = 0 := by
    have h : derivative^[n + 2] (legendre m) = 0 :=
      iterate_derivative_eq_zero (by have := (natDegree_le m).1; omega)
    exact h
  have p1 := pole_values 1 (by norm_num)
  have p2 := pole_values (-1) (by norm_num)
  rw [stiffness_eq, key, map_sub, segmentIntegral_derivative,
    orthogonal_of_iterate_derivative n n _ le_rfl hz, eval_mul, eval_mul,
    (p1 m).2, (p1 n).1, (p2 m).2, (p2 n).1]
  simp only [one_pow]
  have hs : (-1 : ℝ) ^ (m + 1) * (-1) ^ n = -(-1) ^ (m + n) := by
    rw [pow_succ, pow_add]
    ring
  split_ifs with h
  · rw [h.neg_one_pow] at hs
    linear_combination -((m : ℝ) * (m + 1) / 2) * hs
  · rw [(Nat.not_even_iff_odd.mp h).neg_one_pow] at hs
    linear_combination -((m : ℝ) * (m + 1) / 2) * hs

/-- The basis function P_(k+2) - P_k for a segment with Dirichlet walls. -/
def wallMode (k : ℕ) : ℝ[X] := legendre (k + 2) - legendre k

/-- Every wall mode vanishes at both ends of the segment. -/
theorem wallMode_boundary (k : ℕ) :
    (wallMode k).eval 1 = 0 ∧ (wallMode k).eval (-1) = 0 := by
  have h : ∀ e : ℝ, e ^ 2 = 1 → (wallMode k).eval e = 0 := by
    intro e he
    rw [wallMode, eval_sub, (pole_values e he (k + 2)).1, (pole_values e he k).1]
    linear_combination e ^ k * he
  exact ⟨h 1 (by norm_num), h (-1) (by norm_num)⟩

/-- In the basis of wall modes the stiffness matrix is diagonal, with entries 4k + 6. -/
theorem stiffness_wallMode (k l : ℕ) :
    stiffness (wallMode k) (wallMode l) = if k = l then 4 * (k : ℝ) + 6 else 0 := by
  have sym : ∀ p q : ℝ[X], stiffness p q = stiffness q p := by
    intro p q
    rw [stiffness_eq p q, stiffness_eq q p, mul_comm (derivative p)]
  have expand : ∀ i j : ℕ, stiffness (wallMode i) (wallMode j)
      = stiffness (legendre (i + 2)) (legendre (j + 2)) - stiffness (legendre (i + 2)) (legendre j)
        - stiffness (legendre i) (legendre (j + 2)) + stiffness (legendre i) (legendre j) := by
    intro i j
    simp only [stiffness_eq, wallMode, sub_mul, mul_sub, map_sub]
    ring
  -- off the diagonal the four entries cancel in pairs
  have off : ∀ i j : ℕ, i < j → stiffness (wallMode i) (wallMode j) = 0 := by
    intro i j hij
    have hmid : stiffness (legendre (i + 2)) (legendre j)
        = if Even (i + j) then ((i : ℝ) + 2) * (i + 3) else 0 := by
      by_cases hj : i + 2 ≤ j
      · rw [stiffness_legendre (i + 2) j hj]
        simp only [Nat.even_iff]
        split_ifs <;> first | (exfalso; omega) | (push_cast; ring)
      · rw [sym, stiffness_legendre j (i + 2) (by omega),
          if_neg (by rw [Nat.even_iff]; omega), if_neg (by rw [Nat.even_iff]; omega)]
    rw [expand, hmid, stiffness_legendre (i + 2) (j + 2) (by omega),
      stiffness_legendre i (j + 2) (by omega), stiffness_legendre i j hij.le]
    simp only [Nat.even_iff]
    split_ifs <;> first | (exfalso; omega) | (push_cast; ring)
  rcases lt_trichotomy k l with h | h | h
  · rw [off k l h, if_neg (by omega)]
  · subst h
    rw [expand, sym (legendre (k + 2)) (legendre k), stiffness_legendre (k + 2) (k + 2) le_rfl,
      stiffness_legendre k (k + 2) (by omega), stiffness_legendre k k le_rfl, if_pos rfl,
      if_pos (by rw [Nat.even_iff]; omega), if_pos (by rw [Nat.even_iff]; omega),
      if_pos (by rw [Nat.even_iff]; omega)]
    push_cast
    ring
  · rw [sym, off l k h, if_neg (by omega)]

end

end LegendreStiffness
```

```lean
#print axioms LegendreStiffness.stiffness_legendre
#print axioms LegendreStiffness.wallMode_boundary
#print axioms LegendreStiffness.stiffness_wallMode
```

```
'LegendreStiffness.stiffness_legendre' depends on axioms: [propext, Classical.choice, Quot.sound]
'LegendreStiffness.wallMode_boundary' depends on axioms: [propext, Classical.choice, Quot.sound]
'LegendreStiffness.stiffness_wallMode' depends on axioms: [propext, Classical.choice, Quot.sound]
```

## How the proof follows the calculation

`segmentIntegral` packages integration as a linear map, so that a polynomial identity can be integrated term by term. `stiffness_eq` connects it to the stiffness integral, and `segmentIntegral_derivative` is the fundamental theorem of calculus.

`ladder` proves (A) and (B) together by induction. Its `hb` is the recurrence with denominators cleared, and `linear_combination` carries out the eliminations above. `pole_values` evaluates both relations at $e$, using `he : e ^ 2 = 1`.

In `orthogonal_of_iterate_derivative`, the induction is on `k` with `n` and `q` left general, because the step needs the hypothesis at both $j+2$ and $j$. There `key` is the integration by parts, and `b` removes the boundary terms.

`natDegree_le` bounds the degrees of two neighbouring polynomials at once, so that the induction step has both bounds the recurrence uses. In `stiffness_legendre`, `key` is the single integration by parts, `hz` says that $n$ derivatives annihilate $P_m''$, and `split_ifs` separates the parities.

For the wall functions, `expand` produces the four matrix elements and `off` cancels them for `i < j`. Its `hmid` handles $S_{i+2,j}$, including the case $j=i+1$, where the indices are in the wrong order but the parity is odd. The symmetry `sym` covers `l < k`.
